# An error bound for the mean of two successive partial sums of an alternating series with convex terms tending to zero

For real numbers $a_0,a_1,a_2,\dots$, let $S_n$ be the sum of the first $n$ terms of the alternating series,

$$S_n=\sum_{k<n}(-1)^k a_k ,\qquad S_0=0 .$$

Many texts let $S_n$ include the term $k=n$; here it does not. The limit of such sums gives the electrostatic potential at an ion due to all the others in an infinite chain of equally spaced charges that alternate between $q$ and $-q$. If the two ions at each distance are taken together, from the nearest outwards, the potential is a constant times the alternating series with $a_k=1/(k+1)$. It converges slowly, and the question is how much is gained by averaging two successive partial sums.

```lean
import Mathlib

open Filter Topology

namespace AveragedAlternatingSums

noncomputable section
```

In Lean a sequence is a function `a : ℕ → ℝ`, and $S_n$ is `partialSum a n`.

```lean
/-- The partial sum of the alternating series `∑ (-1)^k a k` over `k < n`. -/
def partialSum (a : ℕ → ℝ) (n : ℕ) : ℝ := ∑ k ∈ Finset.range n, (-1) ^ k * a k
```

The mean $M_n=(S_n+S_{n+1})/2$ is `averagedSum a n`. In particular, $M_0=a_0/2$.

```lean
/-- The mean of the partial sums over `k < n` and over `k < n + 1`. -/
def averagedSum (a : ℕ → ℝ) (n : ℕ) : ℝ := (partialSum a n + partialSum a (n + 1)) / 2
```

The sequence is called convex if $2a_{n+1}\le a_n+a_{n+2}$ for every $n$, with equality allowed. For contributions $a_n$ that fall off with distance, this means that the steps down never grow. A $1/r$ interaction sampled at equal spacings has this property.

```lean
/-- A sequence is convex if each term after the first is at most the mean of its two neighbours. -/
def ConvexSeq (a : ℕ → ℝ) : Prop := ∀ n, 2 * a (n + 1) ≤ a n + a (n + 2)
```

Apart from (a) and (c), which hold for any real sequence, the general results assume that $a$ is convex and tends to zero. They therefore apply to a lattice sum once it is arranged, without a change of its value, as an alternating series whose terms $a_k$, from $k=0$ on, satisfy these two conditions. The terms are exact real numbers, so the rounding error of computed terms has to be added separately.

## (a) One more term

Express $S_{n+1}$ through $S_n$:

$$S_{n+1}=S_n+(-1)^n a_n .$$

**Solution.** The sum over $k<n+1$ is the sum over $k<n$ plus the term $k=n$.

```lean
/-- Adding one more term to the alternating partial sum. -/
lemma partialSum_succ (a : ℕ → ℝ) (n : ℕ) :
    partialSum a (n + 1) = partialSum a n + (-1) ^ n * a n :=
  Finset.sum_range_succ _ _
```

## (b) Monotonicity and sign from convexity

Let $a$ be convex with $a_n\to0$. Show that for all $n$

$$a_{n+1}\le a_n,\qquad a_n\ge 0 .$$

**Solution.** Put $d_n=a_n-a_{n+1}$. Convexity, rearranged, says $d_{n+1}\le d_n$. Also $d_n\to0-0=0$. A nonincreasing sequence never lies below its limit, so $d_n\ge0$, which means that $a$ is nonincreasing. The same argument applied to $a$ itself gives $a_n\ge0$.

In Lean, `Antitone` means nonincreasing, and `Tendsto a atTop (𝓝 0)` means $a_n\to0$. The steps `hd` and `hlim` are the two facts about $d_n$, and `le_of_tendsto` compares a sequence with its limit.

```lean
/-- A convex sequence that tends to zero is nonincreasing and nonnegative. -/
theorem ConvexSeq.antitone_and_nonneg {a : ℕ → ℝ} (hc : ConvexSeq a)
    (h0 : Tendsto a atTop (𝓝 0)) : Antitone a ∧ ∀ n, 0 ≤ a n := by
  -- the differences decrease to zero, hence are nonnegative
  have hd : Antitone (fun n => a n - a (n + 1)) := by
    refine antitone_nat_of_succ_le fun n => ?_
    have h : 2 * a (n + 1) ≤ a n + a (n + 1 + 1) := hc n
    linarith
  have hlim : Tendsto (fun n => a n - a (n + 1)) atTop (𝓝 0) := by
    have h := h0.sub (h0.comp (tendsto_add_atTop_nat 1))
    rw [sub_zero] at h
    exact h
  have ha : Antitone a := by
    refine antitone_nat_of_succ_le fun n => ?_
    have h : 0 ≤ a n - a (n + 1) := hd.le_of_tendsto hlim n
    linarith
  exact ⟨ha, fun n => ha.le_of_tendsto h0 n⟩
```

## (c) The step between successive means

Find the step from one mean to the next:

$$M_{n+1}=M_n+(-1)^n\,\frac{a_n-a_{n+1}}{2}.$$

**Solution.** The term $S_{n+1}$ occurs in both means and cancels. By (a), used twice,

$$M_{n+1}-M_n=\frac{S_{n+2}-S_n}{2}=\frac{(-1)^na_n+(-1)^{n+1}a_{n+1}}{2}=(-1)^n\frac{d_n}{2}.$$

```lean
/-- The step from the `n`-th averaged sum to the next is `(-1)^n` times half the difference
`a n - a (n + 1)`. -/
theorem averagedSum_succ (a : ℕ → ℝ) (n : ℕ) :
    averagedSum a (n + 1) = averagedSum a n + (-1) ^ n * ((a n - a (n + 1)) / 2) := by
  simp only [averagedSum, partialSum_succ]
  ring
```

## (d) All later means lie on one side

For convex $a$ tending to zero and all $m,n\ge0$, show that

$$0\le(-1)^n\,(M_{n+m}-M_n)\le\frac{a_n-a_{n+1}}{2}.$$

**Solution.** Call the middle expression $D(m,n)$ and use induction on $m$, for all $n$ at once. For $m=0$ it vanishes, and $d_n\ge0$ by (b). For the step, split off the first increment with (c):

$$D(m+1,n)=\frac{d_n}{2}-D(m,n+1).$$

The minus sign arises because $(-1)^n=-(-1)^{n+1}$. By the induction hypothesis and convexity, $0\le D(m,n+1)\le d_{n+1}/2\le d_n/2$. Hence $D(m+1,n)$ lies between $0$ and $d_n/2$.

The words `generalizing n` allow the hypothesis to be used at $n+1$. The displayed identity is `key`, and `linarith` combines the inequalities.

```lean
/-- For a convex sequence tending to zero, all later averaged sums lie on one side of the
`n`-th, at a distance of at most half the difference `a n - a (n + 1)`. -/
theorem averagedSum_bracket {a : ℕ → ℝ} (hc : ConvexSeq a) (h0 : Tendsto a atTop (𝓝 0))
    (m n : ℕ) : 0 ≤ (-1) ^ n * (averagedSum a (n + m) - averagedSum a n) ∧
      (-1) ^ n * (averagedSum a (n + m) - averagedSum a n) ≤ (a n - a (n + 1)) / 2 := by
  induction m generalizing n with
  | zero =>
    have h := (hc.antitone_and_nonneg h0).1 (Nat.le_succ n)
    rw [Nat.add_zero, sub_self, mul_zero]
    exact ⟨le_rfl, by linarith⟩
  | succ m ih =>
    obtain ⟨h1, h2⟩ := ih (n + 1)
    have hcn : 2 * a (n + 1) ≤ a n + a (n + 1 + 1) := hc n
    have sq : (-1 : ℝ) ^ n * (-1) ^ n = 1 := by rw [← mul_pow]; norm_num
    -- split off the first step; the remainder has the opposite sign
    have key : (-1) ^ n * (averagedSum a (n + (m + 1)) - averagedSum a n)
        = (a n - a (n + 1)) / 2
          - (-1) ^ (n + 1) * (averagedSum a (n + 1 + m) - averagedSum a (n + 1)) := by
      rw [show n + (m + 1) = n + 1 + m by omega, averagedSum_succ a n]
      linear_combination ((a n - a (n + 1)) / 2) * sq
    rw [key]
    constructor <;> linarith
```

## (e) The sign and size of the error

Suppose in addition that $S_n\to L$. Show that

$$0\le(-1)^n\,(L-M_n)\le\frac{a_n-a_{n+1}}{2}.$$

**Solution.** Both $S_n$ and $S_{n+1}$ tend to $L$, so $M_n\to L$. Keep $n$ fixed in (d) and let $m\to\infty$. Weak inequalities survive the limit.

Lean takes the limit in $N=n+m$: `hM` is the convergence of the means, and `ge_of_tendsto` and `le_of_tendsto` carry over the two bounds.

```lean
/-- If `a` is convex and tends to zero and its alternating series has the limit `L`, then the
error `L - averagedSum a n` has the sign `(-1)^n` or vanishes, and its size is at most
`(a n - a (n + 1)) / 2`. -/
theorem signed_error {a : ℕ → ℝ} (hc : ConvexSeq a) (h0 : Tendsto a atTop (𝓝 0))
    {L : ℝ} (hL : Tendsto (partialSum a) atTop (𝓝 L)) (n : ℕ) :
    0 ≤ (-1) ^ n * (L - averagedSum a n) ∧
      (-1) ^ n * (L - averagedSum a n) ≤ (a n - a (n + 1)) / 2 := by
  have hM : Tendsto (averagedSum a) atTop (𝓝 L) := by
    have h := (hL.add (hL.comp (tendsto_add_atTop_nat 1))).div_const 2
    rw [add_self_div_two] at h
    exact h
  have hT := (hM.sub_const (averagedSum a n)).const_mul ((-1 : ℝ) ^ n)
  -- pass to the limit in the bracket for finitely many steps
  constructor
  · refine ge_of_tendsto hT ((eventually_ge_atTop n).mono fun N hN => ?_)
    obtain ⟨m, rfl⟩ := Nat.exists_eq_add_of_le hN
    exact (averagedSum_bracket hc h0 m n).1
  · refine le_of_tendsto hT ((eventually_ge_atTop n).mono fun N hN => ?_)
    obtain ⟨m, rfl⟩ := Nat.exists_eq_add_of_le hN
    exact (averagedSum_bracket hc h0 m n).2
```

## (f) Convergence and the error bound

For convex $a$ tending to zero, show that the alternating series has a limit $L$ and that for every $n$

$$|M_n-L|\le\frac{a_n-a_{n+1}}{2}.$$

**Solution.** By (b) the terms are nonincreasing, and they tend to zero, so the alternating series test gives $L$. By (e), $(-1)^n(L-M_n)$ is nonnegative, so it equals $|M_n-L|$, and its upper bound is the claim.

Nonnegative, nonincreasing terms that tend to zero are not enough for this bound. The terms $1,1,0,0,\dots$ have $L=0$ and $M_0=1/2$, while the right-hand side at $n=0$ is zero.

In Lean one `L` serves for all `n`. The last line treats $(-1)^n=1$ and $(-1)^n=-1$ separately.

```lean
/-- If `a` is convex and tends to zero, its alternating series converges, and the mean of two
successive partial sums differs from the limit by at most `(a n - a (n + 1)) / 2`. -/
theorem averaged_error_le {a : ℕ → ℝ} (hc : ConvexSeq a) (h0 : Tendsto a atTop (𝓝 0)) :
    ∃ L, Tendsto (partialSum a) atTop (𝓝 L) ∧
      ∀ n, |averagedSum a n - L| ≤ (a n - a (n + 1)) / 2 := by
  obtain ⟨L, hL⟩ :=
    (hc.antitone_and_nonneg h0).1.tendsto_alternating_series_of_tendsto_zero h0
  refine ⟨L, hL, fun n => ?_⟩
  obtain ⟨h1, h2⟩ := signed_error hc h0 hL n
  rw [abs_le]
  rcases neg_one_pow_eq_or ℝ n with h | h <;> rw [h] at h1 h2 <;> constructor <;> linarith
```

## (g) The error without averaging

Under the hypotheses of (e), show that a single partial sum obeys

$$|S_n-L|\ge\frac{a_n}{2}.$$

**Solution.** By (a), $M_n=S_n+(-1)^na_n/2$. Therefore

$$(-1)^n(L-S_n)=\frac{a_n}{2}+(-1)^n(L-M_n)\ge\frac{a_n}{2},$$

since the last term is nonnegative by (e). The absolute value is at least as large as the left-hand side.

For the series of the ionic chain, $a_k=1/(k+1)$, and $n=10$, the plain sum is off by at least $1/22$, and the mean by at most $1/264$. For the potential, both bounds are multiplied by the absolute value of the constant in front of the series.

```lean
/-- Without averaging, the partial sum over `k < n` of the alternating series of a convex
sequence tending to zero misses the limit by at least `a n / 2`. -/
theorem plain_error_ge {a : ℕ → ℝ} (hc : ConvexSeq a) (h0 : Tendsto a atTop (𝓝 0))
    {L : ℝ} (hL : Tendsto (partialSum a) atTop (𝓝 L)) (n : ℕ) :
    a n / 2 ≤ |partialSum a n - L| := by
  have h1 := (signed_error hc h0 hL n).1
  rw [averagedSum, partialSum_succ a n] at h1
  have hp := le_abs_self (partialSum a n - L)
  have hm := neg_le_abs (partialSum a n - L)
  rcases neg_one_pow_eq_or ℝ n with h | h <;> rw [h] at h1 <;> linarith
```

## (h) A sequence that attains the bound

Fix $n$ and let $r_k=\max(n+1-k,\,0)$, a ramp that falls linearly to zero. In Lean it is `ramp n k`, where `n` selects the sequence and `k` is its index.

```lean
/-- The ramp that falls linearly from `n + 1` to zero and then stays zero. -/
def ramp (n k : ℕ) : ℝ := max ((n : ℝ) + 1 - k) 0
```

Show that $r$ is convex and tends to zero, that its alternating series has the limit $S_{n+1}$, and that

$$|M_n-S_{n+1}|=\frac{r_n-r_{n+1}}{2}=\frac12 .$$

**Solution.** If $r_{k+1}=0$, convexity at $k$ holds because $r_k,r_{k+2}\ge0$. Otherwise $r_{k+1}=n-k$, and $r_k+r_{k+2}\ge(n+1-k)+(n-1-k)=2r_{k+1}$. From $k=n+1$ on the ramp is zero, so the partial sums stay at $S_{n+1}$. Since $r_n=1$, we have $M_n=S_n+(-1)^n/2$ and $S_{n+1}=S_n+(-1)^n$, which differ by $1/2$ in size.

Each $n$ has its own ramp, so the factor $1/2$ in (f) cannot be lowered at any $n$. In the code, `hz` says that the ramp has ended and `hs` that the partial sums have stopped changing.

```lean
/-- The error bound is attained at every `n`: the ramp is convex and tends to zero, its
alternating series has the limit `partialSum (ramp n) (n + 1)`, and the error of the `n`-th
averaged sum equals the bound, which is `1 / 2`. -/
theorem averaged_error_sharp (n : ℕ) :
    ConvexSeq (ramp n) ∧ Tendsto (ramp n) atTop (𝓝 0) ∧
    Tendsto (partialSum (ramp n)) atTop (𝓝 (partialSum (ramp n) (n + 1))) ∧
    |averagedSum (ramp n) n - partialSum (ramp n) (n + 1)|
      = (ramp n n - ramp n (n + 1)) / 2 ∧
    (ramp n n - ramp n (n + 1)) / 2 = 1 / 2 := by
  have hz : ∀ k, n + 1 ≤ k → ramp n k = 0 := by
    intro k hk
    have h : (n : ℝ) + 1 ≤ k := by exact_mod_cast hk
    exact max_eq_right (by linarith)
  have h1 : ramp n n = 1 := by
    unfold ramp
    rw [add_sub_cancel_left]
    exact max_eq_left zero_le_one
  -- the partial sums no longer change once the ramp has reached zero
  have hs : ∀ k, n + 1 ≤ k → partialSum (ramp n) k = partialSum (ramp n) (n + 1) := by
    intro k hk
    induction k, hk using Nat.le_induction with
    | base => rfl
    | succ k hk ih => rw [partialSum_succ (ramp n) k, hz k hk, mul_zero, add_zero, ih]
  refine ⟨fun k => ?_, tendsto_atTop_of_eventually_const (i₀ := n + 1) hz,
    tendsto_atTop_of_eventually_const (i₀ := n + 1) hs, ?_, ?_⟩
  · simp only [ramp]
    push_cast
    have a1 := le_max_left ((n : ℝ) + 1 - k) 0
    have a2 := le_max_right ((n : ℝ) + 1 - k) 0
    have b1 := le_max_left ((n : ℝ) + 1 - (k + 2)) 0
    have b2 := le_max_right ((n : ℝ) + 1 - (k + 2)) 0
    rcases max_choice ((n : ℝ) + 1 - (k + 1)) 0 with h | h <;> rw [h] <;> linarith
  · have e : averagedSum (ramp n) n - partialSum (ramp n) (n + 1) = -((-1) ^ n / 2) := by
      rw [averagedSum, partialSum_succ (ramp n) n, h1]
      ring
    rw [e, h1, hz (n + 1) le_rfl, abs_neg, abs_div, abs_neg_one_pow]
    norm_num
  · rw [h1, hz (n + 1) le_rfl, sub_zero]
```

## (i) The Leibniz series for $\pi/4$

For $a_k=1/(2k+1)$, show that

$$\left|M_n-\frac{\pi}{4}\right|\le\frac{1}{(2n+1)(2n+3)}.$$

**Solution.** The sequence is convex, because

$$a_k+a_{k+2}-2a_{k+1}=\frac{8}{(2k+1)(2k+3)(2k+5)}\ge0 ,$$

and it tends to zero because $0\le a_k\le1/(k+1)$. The limit of the series is $\pi/4$, a known result that Lean takes from Mathlib as `Real.tendsto_sum_pi_div_four`. Then (f) gives the bound

$$\frac12\left(\frac1{2n+1}-\frac1{2n+3}\right)=\frac1{(2n+1)(2n+3)} .$$

The facts `hc`, `h0` and `hpi` are these three inputs, and uniqueness of limits identifies the `L` of (f) with $\pi/4$.

```lean
/-- For the Leibniz series `1 - 1/3 + 1/5 - ...`, the mean of the sums of the first `n` and the
first `n + 1` terms differs from `π / 4` by at most `1 / ((2 n + 1) (2 n + 3))`. -/
theorem leibniz_averaged_error (n : ℕ) :
    |averagedSum (fun k => 1 / (2 * (k : ℝ) + 1)) n - Real.pi / 4|
      ≤ 1 / ((2 * (n : ℝ) + 1) * (2 * n + 3)) := by
  have hc : ConvexSeq (fun k => 1 / (2 * (k : ℝ) + 1)) := by
    intro k
    push_cast
    rw [show 2 * ((k : ℝ) + 1) + 1 = 2 * k + 3 by ring,
      show 2 * ((k : ℝ) + 2) + 1 = 2 * k + 5 by ring]
    have e : 1 / (2 * (k : ℝ) + 1) + 1 / (2 * k + 5) - 2 * (1 / (2 * k + 3))
        = 8 / ((2 * k + 1) * (2 * k + 3) * (2 * k + 5)) := by
      field_simp
      ring
    have hp : 0 ≤ 8 / ((2 * (k : ℝ) + 1) * (2 * k + 3) * (2 * k + 5)) := by positivity
    linarith
  have h0 : Tendsto (fun k : ℕ => 1 / (2 * (k : ℝ) + 1)) atTop (𝓝 0) := by
    refine squeeze_zero (fun k => by positivity) (fun k => ?_)
      (tendsto_one_div_add_atTop_nhds_zero_nat (𝕜 := ℝ))
    have hk : (0 : ℝ) ≤ k := Nat.cast_nonneg k
    exact one_div_le_one_div_of_le (by linarith) (by linarith)
  have hpi : Tendsto (partialSum (fun k => 1 / (2 * (k : ℝ) + 1))) atTop
      (𝓝 (Real.pi / 4)) := by
    refine Real.tendsto_sum_pi_div_four.congr fun N => ?_
    unfold partialSum
    exact Finset.sum_congr rfl fun k _ => (mul_one_div _ _).symm
  obtain ⟨L, hL, hb⟩ := averaged_error_le hc h0
  rw [tendsto_nhds_unique hL hpi] at hb
  refine (hb n).trans (le_of_eq ?_)
  push_cast
  rw [show 2 * ((n : ℝ) + 1) + 1 = 2 * n + 3 by ring]
  have p1 : 2 * (n : ℝ) + 1 ≠ 0 := by positivity
  have p3 : 2 * (n : ℝ) + 3 ≠ 0 := by positivity
  rw [div_sub_div _ _ p1 p3, div_div, div_eq_div_iff (by positivity) (by positivity)]
  ring

end

end AveragedAlternatingSums
```

```lean
#print axioms AveragedAlternatingSums.averaged_error_le
#print axioms AveragedAlternatingSums.plain_error_ge
#print axioms AveragedAlternatingSums.averaged_error_sharp
#print axioms AveragedAlternatingSums.leibniz_averaged_error
```

```
'AveragedAlternatingSums.averaged_error_le' depends on axioms: [propext, Classical.choice, Quot.sound]
'AveragedAlternatingSums.plain_error_ge' depends on axioms: [propext, Classical.choice, Quot.sound]
'AveragedAlternatingSums.averaged_error_sharp' depends on axioms: [propext, Classical.choice, Quot.sound]
'AveragedAlternatingSums.leibniz_averaged_error' depends on axioms: [propext, Classical.choice, Quot.sound]
```

## Averaging a second time

A neighbouring bound follows by hand from (c) and (e). Together they say that $L$ lies between $M_n$ and $M_{n+1}$, which are $(a_n-a_{n+1})/2$ apart. The midpoint of the two means therefore satisfies

$$\left|\frac{M_n+M_{n+1}}{2}-L\right|\le\frac{a_n-a_{n+1}}{4}.$$

The ramp of (h) attains this bound, but the error can be much smaller. For $a_k=1/(k+1)$ it falls off as $1/n^3$ for large $n$, while the bound falls off only as $1/n^2$.
